# For repulsive U below the spin instability, the momentum-averaged static RPA spin plus charge response exceeds its U = 0 value

In a Hubbard model at fixed density, the Pauli principle $n_\sigma^2=n_\sigma$ fixes the sum of local spin and charge fluctuations, whatever the repulsion $U$. The random-phase approximation (RPA) enhances the spin response and reduces the charge response. Do the two changes cancel?

The full sum rule runs over all Matsubara frequencies. This sheet keeps only the static term and compares it with its $U=0$ value, a benchmark that the Pauli principle does not itself fix.

Let $x_q$ be the static bare susceptibility of one spin species at momentum $q$, on a grid of $N$ points with mean $m=N^{-1}\sum_q x_q$. In Lean the grid is a finite type `Q`, and `x : Q → ℝ` is arbitrary input, not computed from a band structure.

```lean
import Mathlib

open Finset

namespace RPAPauliSumRule

noncomputable section

variable {Q : Type*} [Fintype Q]
```

`gridMean` is the uniform average, so $m$ is `gridMean x`.

```lean
/-- The uniform average of a quantity over a finite nonempty momentum grid. -/
def gridMean (f : Q → ℝ) : ℝ := (∑ q, f q) / (Fintype.card Q : ℝ)
```

Both channels are normalised to reduce to $x$ at $U=0$.

```lean
/-- The static RPA spin susceptibility built from the bare susceptibility `x`,
for `U * x ≠ 1`. -/
def rpaSpin (U x : ℝ) : ℝ := x / (1 - U * x)

/-- The static RPA charge susceptibility built from the bare susceptibility `x`,
for `U * x ≠ -1`. -/
def rpaCharge (U x : ℝ) : ℝ := x / (1 + U * x)
```

Their sum at a common $U$ is written $R_U(x)$ below.

```lean
/-- The sum of the RPA spin and charge susceptibilities with a common interaction `U`,
for `U * x` different from `1` and `-1`. -/
def rpaTotal (U x : ℝ) : ℝ := rpaSpin U x + rpaCharge U x
```

**(a)** Let $f_q\le g_q$ everywhere, with strict inequality somewhere. Show that
$$\frac1N\sum_q f_q<\frac1N\sum_q g_q .$$

The differences $g_q-f_q$ are non-negative and one is positive, so their sum is positive. Divide by $N>0$.

```lean
/-- If one quantity is smaller than another at every momentum of a nonempty grid,
or equal at some momenta but smaller at one of them, its average is smaller. -/
theorem gridMean_lt {f g : Q → ℝ} (h : ∀ q, f q ≤ g q) (hs : ∃ q, f q < g q) :
    gridMean f < gridMean g := by
  obtain ⟨q, hq⟩ := hs
  have hN : (0 : ℝ) < (Fintype.card Q : ℝ) :=
    Nat.cast_pos.mpr (Fintype.card_pos_iff.mpr ⟨q⟩)
  exact div_lt_div_of_pos_right
    (Finset.sum_lt_sum (fun q _ => h q) ⟨q, Finset.mem_univ q, hq⟩) hN
```

**(b)** On a nonempty grid, show for constants $a,s$ that
$$\frac1N\sum_q\,[a+s(x_q-m)]=a .$$

The identity $Nm=\sum_q x_q$ is `h` in the code. It makes the deviations sum to zero.

```lean
/-- On a nonempty grid, deviations from the mean average to zero, so a linear function of them
averages to its constant term. -/
theorem gridMean_affine [Nonempty Q] (x : Q → ℝ) (a s : ℝ) :
    gridMean (fun q => a + s * (x q - gridMean x)) = a := by
  have hN : (Fintype.card Q : ℝ) ≠ 0 := Nat.cast_ne_zero.mpr Fintype.card_ne_zero
  have h : (Fintype.card Q : ℝ) * ((∑ q, x q) / (Fintype.card Q : ℝ)) = ∑ q, x q := by
    field_simp
  simp only [gridMean, Finset.sum_add_distrib, ← Finset.mul_sum, Finset.sum_sub_distrib,
    Finset.sum_const, Finset.card_univ, nsmul_eq_mul]
  rw [h, sub_self, mul_zero, add_zero]
  field_simp
```

**(c)** Let $x_q>0$ and $Ux_q<1$ for all $q$ on a nonempty grid. The second condition keeps the spin channel below its RPA instability. Show that the mean inherits both:
$$m>0,\qquad Um<1 .$$

Sum each inequality over the grid and divide by $N$.

```lean
/-- If the bare susceptibility is positive and below the RPA instability at every momentum of a
nonempty grid, so is its grid average. -/
theorem gridMean_stable [Nonempty Q] {U : ℝ} {x : Q → ℝ} (hx : ∀ q, 0 < x q)
    (hU : ∀ q, U * x q < 1) : 0 < gridMean x ∧ U * gridMean x < 1 := by
  have hN : (0 : ℝ) < (Fintype.card Q : ℝ) := Nat.cast_pos.mpr Fintype.card_pos
  refine ⟨div_pos (Finset.sum_pos (fun q _ => hx q) Finset.univ_nonempty) hN, ?_⟩
  have hs : ∑ q, U * x q < ∑ _q : Q, (1 : ℝ) :=
    Finset.sum_lt_sum_of_nonempty Finset.univ_nonempty (fun q _ => hU q)
  simp only [← Finset.mul_sum, Finset.sum_const, Finset.card_univ, nsmul_eq_mul,
    mul_one] at hs
  unfold gridMean
  rw [← mul_div_assoc, div_lt_one hN]
  exact hs
```

**(d)** Find the non-interacting benchmark:
$$\frac1N\sum_q R_0(x_q)=2m .$$

At $U=0$ both denominators are 1, so $R_0(x)=2x$.

```lean
/-- Without interaction, the averaged spin plus charge response is twice the mean
bare susceptibility. -/
theorem gridMean_noninteracting (x : Q → ℝ) :
    gridMean (fun q => rpaTotal 0 (x q)) = 2 * gridMean x := by
  have h : ∀ y : ℝ, rpaTotal 0 y = 2 * y := by
    intro y
    simp only [rpaTotal, rpaSpin, rpaCharge, zero_mul, sub_zero, add_zero, div_one]
    ring
  simp only [gridMean, h, ← Finset.mul_sum, mul_div_assoc]
```

**(e)** For $Ux\neq\pm1$, isolate the difference from $2x$ at one momentum:
$$R_U(x)=2x+\frac{2U^2x^3}{1-U^2x^2}.$$

Over a common denominator, $R_U(x)=2x/(1-U^2x^2)$, and $2x=2x(1-U^2x^2)+2U^2x^3$. The code clears the denominator and finishes with `ring`.

```lean
/-- Away from the poles `U * x = 1` and `U * x = -1`, the spin plus charge response equals `2 * x`
plus the term `2 * U ^ 2 * x ^ 3 / (1 - (U * x) ^ 2)`. -/
theorem rpaTotal_eq {U x : ℝ} (h₁ : U * x ≠ 1) (h₂ : U * x ≠ -1) :
    rpaTotal U x = 2 * x + 2 * U ^ 2 * x ^ 3 / (1 - (U * x) ^ 2) := by
  have h3 : 1 - U * x ≠ 0 := fun h => h₁ (by linarith)
  have h4 : 1 + U * x ≠ 0 := fun h => h₂ (by linarith)
  have h5 : 1 - (U * x) ^ 2 = (1 - U * x) * (1 + U * x) := by ring
  have h6 := mul_ne_zero h3 h4
  rw [h5]
  unfold rpaTotal rpaSpin rpaCharge
  rw [div_add_div _ _ h3 h4, div_eq_iff h6, add_mul, div_mul_cancel₀ _ h6]
  ring
```

**(f)** Let $U>0$, and let $x\ne\mu$ be positive with $Ux,U\mu<1$. Show that $R_U$ lies above its tangent at $\mu$ (the variable `m` in the Lean statement, not the grid mean):
$$R_U(\mu)+\left[\frac1{(1-U\mu)^2}+\frac1{(1+U\mu)^2}\right](x-\mu)<R_U(x).$$

For one channel with vertex $V$, put $a=1-Vx$ and $b=1-V\mu$. Then $x/a-\mu/b=(x-\mu)/(ab)$ and $b-a=V(x-\mu)$, so
$$\frac xa-\frac \mu b-\frac{x-\mu}{b^2}=\frac{V(x-\mu)^2}{ab^2}.$$
This is `chan`. Adding $V=U$ and $V=-U$ gives `key`, the total gap:
$$U(x-\mu)^2\left[\frac1{(1-Ux)(1-U\mu)^2}-\frac1{(1+Ux)(1+U\mu)^2}\right].$$
The first denominator is the smaller, so the gap is positive.

```lean
/-- For `U > 0` and positive susceptibilities below the RPA instability, the spin plus charge
response lies strictly above its tangent at any other such susceptibility `m`. -/
theorem rpaTotal_tangent {U x m : ℝ} (hU : 0 < U) (hx : 0 < x) (hm : 0 < m)
    (hUx : U * x < 1) (hUm : U * m < 1) (hne : x ≠ m) :
    rpaTotal U m + (1 / (1 - U * m) ^ 2 + 1 / (1 + U * m) ^ 2) * (x - m)
      < rpaTotal U x := by
  have h1 : 0 < 1 - U * x := by linarith
  have h2 : 0 < 1 - U * m := by linarith
  have h3 : 0 < 1 + U * x := by positivity
  have h4 : 0 < 1 + U * m := by positivity
  have n1 := h1.ne'
  have n2 := h2.ne'
  have n3 := h3.ne'
  have n4 := h4.ne'
  -- the gap in a single channel with vertex `V` and denominators `a`, `b`
  have chan : ∀ V a b : ℝ, a = 1 - V * x → b = 1 - V * m → a ≠ 0 → b ≠ 0 →
      x / a - m / b - 1 / b ^ 2 * (x - m) = V * (x - m) ^ 2 * (1 / (a * b ^ 2)) := by
    intro V a b ea eb ha hb
    field_simp
    rw [ea, eb]
    ring
  have c1 := chan U (1 - U * x) (1 - U * m) rfl rfl n1 n2
  have c2 := chan (-U) (1 + U * x) (1 + U * m) (by ring) (by ring) n3 n4
  -- the gap to the tangent is a square times a difference of the two channels
  have key : rpaTotal U x
      - (rpaTotal U m + (1 / (1 - U * m) ^ 2 + 1 / (1 + U * m) ^ 2) * (x - m))
      = U * (x - m) ^ 2 * (1 / ((1 - U * x) * (1 - U * m) ^ 2)
          - 1 / ((1 + U * x) * (1 + U * m) ^ 2)) := by
    unfold rpaTotal rpaSpin rpaCharge
    linear_combination c1 + c2
  -- the spin channel wins
  have hp : 0 < U * x + 2 * (U * m) + U * x * (U * m) ^ 2 := by positivity
  have hlt : 1 / ((1 + U * x) * (1 + U * m) ^ 2)
      < 1 / ((1 - U * x) * (1 - U * m) ^ 2) :=
    one_div_lt_one_div_of_lt (by positivity) (by nlinarith [hp])
  have hsq : 0 < (x - m) ^ 2 := sq_pos_of_ne_zero (sub_ne_zero.mpr hne)
  have hpos := mul_pos (mul_pos hU hsq) (sub_pos.mpr hlt)
  linarith
```

**(g)** From here to (i) the grid is nonempty and all $x_q>0$. For $U>0$ and $Ux_q<1$, show that
$$R_U(m)\le\frac1N\sum_q R_U(x_q),$$
with equality exactly when every $x_q=m$.

If every $x_q=m$, the sides agree. Otherwise take the tangent at $\mu=m$. It lies below $R_U(x_q)$ everywhere, strictly where $x_q\neq m$. By (b) it averages to $R_U(m)$, and (a) gives strict inequality. The `by_cases` split follows these two cases.

```lean
/-- For `U > 0` and positive bare susceptibilities below the RPA instability, the averaged
spin plus charge response is at least the response of the averaged susceptibility, with
equality exactly when the bare susceptibility does not depend on momentum. -/
theorem rpaTotal_gridMean_le [Nonempty Q] {U : ℝ} {x : Q → ℝ} (hU : 0 < U)
    (hx : ∀ q, 0 < x q) (hUx : ∀ q, U * x q < 1) :
    rpaTotal U (gridMean x) ≤ gridMean (fun q => rpaTotal U (x q)) ∧
    (gridMean (fun q => rpaTotal U (x q)) = rpaTotal U (gridMean x)
      ↔ ∀ q, x q = gridMean x) := by
  obtain ⟨hm, hUm⟩ := gridMean_stable hx hUx
  by_cases h : ∀ q, x q = gridMean x
  · have e : gridMean (fun q => rpaTotal U (x q)) = rpaTotal U (gridMean x) := by
      have e' : (fun q => rpaTotal U (x q))
          = fun q => rpaTotal U (gridMean x) + 0 * (x q - gridMean x) := by
        funext q
        rw [h q]
        ring
      rw [e', gridMean_affine]
    exact ⟨e.ge, fun _ => h, fun _ => e⟩
  · obtain ⟨p, hp⟩ := not_forall.mp h
    -- average the tangent inequality taken at the mean
    have hle : ∀ q, rpaTotal U (gridMean x) + (1 / (1 - U * gridMean x) ^ 2
        + 1 / (1 + U * gridMean x) ^ 2) * (x q - gridMean x) ≤ rpaTotal U (x q) := by
      intro q
      rcases eq_or_ne (x q) (gridMean x) with e | e
      · rw [e, sub_self, mul_zero, add_zero]
      · exact (rpaTotal_tangent hU (hx q) hm (hUx q) hUm e).le
    have hlt := gridMean_lt hle ⟨p, rpaTotal_tangent hU (hx p) hm (hUx p) hUm hp⟩
    rw [gridMean_affine] at hlt
    exact ⟨hlt.le, fun e => absurd e hlt.ne', fun e => absurd e h⟩
```

**(h)** Under the same conditions, bound the overshoot:
$$2m+2U^2m^3<\frac1N\sum_q\left[\frac{x_q}{1-Ux_q}+\frac{x_q}{1+Ux_q}\right].$$

By (g) and (e), the right side is at least $2m+2U^2m^3/(1-U^2m^2)$. By (c), $0<1-U^2m^2<1$, so dropping this denominator lowers the excess. Despite its name, the Lean theorem compares with the static benchmark $2m$, not with the full Pauli sum rule.

```lean
/-- For `U > 0` and positive bare susceptibilities below the RPA instability, the averaged static
RPA spin plus charge response on a nonempty grid exceeds twice the mean bare susceptibility by more
than `2 * U ^ 2` times the cube of that mean. -/
theorem rpa_overshoots_pauli [Nonempty Q] {U : ℝ} {x : Q → ℝ} (hU : 0 < U)
    (hx : ∀ q, 0 < x q) (hUx : ∀ q, U * x q < 1) :
    2 * gridMean x + 2 * U ^ 2 * gridMean x ^ 3
      < gridMean (fun q => rpaSpin U (x q) + rpaCharge U (x q)) := by
  obtain ⟨hm, hUm⟩ := gridMean_stable hx hUx
  have hJ : rpaTotal U (gridMean x)
      ≤ gridMean (fun q => rpaSpin U (x q) + rpaCharge U (x q)) :=
    (rpaTotal_gridMean_le hU hx hUx).1
  have hp : 0 < U * gridMean x := mul_pos hU hm
  rw [rpaTotal_eq hUm.ne (by linarith)] at hJ
  have hd : 0 < 1 - (U * gridMean x) ^ 2 := by nlinarith
  -- the denominator is below one, so dropping it lowers the excess
  have hlt : 2 * U ^ 2 * gridMean x ^ 3
      < 2 * U ^ 2 * gridMean x ^ 3 / (1 - (U * gridMean x) ^ 2) := by
    rw [lt_div_iff₀ hd]
    have h : 0 < 2 * U ^ 2 * gridMean x ^ 3 * (U * gridMean x) ^ 2 := by positivity
    linarith
  linarith
```

**(i)** Two-particle self-consistent schemes for the Hubbard model use separate spin and charge vertices; consider their static analogue with momentum-independent $U_s>0$ and $U_c$. Let $U_sx_q<1$ and $1+U_cx_q>0$, and suppose the averaged response is restored to $2m$. Show that
$$U_s<U_c .$$

If $U_c\le U_s$, the charge response is at least its value at $U_s$. The sum at each $q$ is then at least $R_{U_s}(x_q)>2x_q$ by (e). Its average exceeds $2m$, a contradiction.

```lean
/-- On a nonempty grid, let the spin vertex `Us` be positive, the bare susceptibilities positive,
and both channels stable. If separate spin and charge vertices bring the averaged response back to
twice the mean bare susceptibility, the charge vertex is larger than the spin vertex. -/
theorem chargeVertex_gt_spinVertex [Nonempty Q] {Us Uc : ℝ} {x : Q → ℝ} (hU : 0 < Us)
    (hx : ∀ q, 0 < x q) (hs : ∀ q, Us * x q < 1) (hc : ∀ q, 0 < 1 + Uc * x q)
    (hsum : gridMean (fun q => rpaSpin Us (x q) + rpaCharge Uc (x q)) = 2 * gridMean x) :
    Us < Uc := by
  by_contra hcon
  have hle : Uc ≤ Us := not_lt.mp hcon
  have hpt : ∀ q, rpaTotal 0 (x q) < rpaSpin Us (x q) + rpaCharge Uc (x q) := by
    intro q
    have hq := hx q
    have hp : 0 < Us * x q := mul_pos hU hq
    have hd : 0 < 1 - (Us * x q) ^ 2 := by nlinarith [hs q]
    have h0 : rpaTotal 0 (x q) = 2 * x q := by
      simp only [rpaTotal, rpaSpin, rpaCharge, zero_mul, sub_zero, add_zero, div_one]
      ring
    have h1 := rpaTotal_eq (hs q).ne (by linarith : Us * x q ≠ -1)
    have h2 : 0 < 2 * Us ^ 2 * x q ^ 3 / (1 - (Us * x q) ^ 2) := by positivity
    -- a charge vertex of at most `Us` gives at least the charge response at `Us`
    have h3 : rpaCharge Us (x q) ≤ rpaCharge Uc (x q) :=
      div_le_div_of_nonneg_left hq.le (hc q)
        (by linarith [mul_le_mul_of_nonneg_right hle hq.le])
    unfold rpaTotal at h1
    linarith
  have hlt := gridMean_lt (fun q => (hpt q).le) ⟨Classical.arbitrary Q, hpt _⟩
  rw [gridMean_noninteracting, hsum] at hlt
  exact lt_irrefl _ hlt
```

**(j)** For a flat susceptibility $x>0$ with $U_s>0$ and $2U_sx<1$, verify that
$$U_c=\frac{U_s}{1-2U_sx}$$
restores the benchmark with a stable charge channel.

Here $1+U_cx=(1-U_sx)/(1-2U_sx)>0$, so
$$\frac{x}{1-U_sx}+\frac{x(1-2U_sx)}{1-U_sx}=2x .$$
When the spin channel is stable ($U_sx<1$), the condition $2U_sx<1$ says that the required charge response is positive.

```lean
/-- For a momentum-independent susceptibility `x > 0` and a spin vertex `Us > 0` with
`2 * Us * x < 1`, the charge vertex `Us / (1 - 2 * Us * x)` keeps the charge channel stable and
brings the averaged response back to twice the mean bare susceptibility. -/
theorem chargeVertex_witness {Us x : ℝ} (hU : 0 < Us) (hx : 0 < x)
    (h : 2 * Us * x < 1) :
    0 < 1 + Us / (1 - 2 * Us * x) * x ∧
    gridMean (fun _ : Q => rpaSpin Us x + rpaCharge (Us / (1 - 2 * Us * x)) x)
      = 2 * gridMean (fun _ : Q => x) := by
  have hd : 0 < 1 - 2 * Us * x := by linarith
  have hp : 0 < Us * x := mul_pos hU hx
  have hs : 0 < 1 - Us * x := by linarith
  have n1 := hd.ne'
  have n2 := hs.ne'
  have e : 1 + Us / (1 - 2 * Us * x) * x = (1 - Us * x) / (1 - 2 * Us * x) := by
    have c : Us / (1 - 2 * Us * x) * (1 - 2 * Us * x) = Us := div_mul_cancel₀ _ n1
    rw [eq_div_iff n1]
    linear_combination x * c
  have key : rpaSpin Us x + rpaCharge (Us / (1 - 2 * Us * x)) x = 2 * x := by
    unfold rpaSpin rpaCharge
    rw [e, div_div_eq_mul_div, ← add_div, div_eq_iff n2]
    ring
  refine ⟨by rw [e]; exact div_pos hs hd, ?_⟩
  simp only [gridMean, key, ← Finset.mul_sum, mul_div_assoc]

end

end RPAPauliSumRule
```

```lean
#print axioms RPAPauliSumRule.rpa_overshoots_pauli
-- 'RPAPauliSumRule.rpa_overshoots_pauli' depends on axioms: [propext, Classical.choice, Quot.sound]
#print axioms RPAPauliSumRule.chargeVertex_gt_spinVertex
-- 'RPAPauliSumRule.chargeVertex_gt_spinVertex' depends on axioms: [propext, Classical.choice, Quot.sound]
```
